# Second order reproduces the core-valence separation error to within $\|w\|^4/g^3$ for one core state coupled by $w$ to valence states at least $g$ below it

Core-valence separation drops the Hamiltonian matrix elements between core-hole and valence configurations. To call the resulting energy shift an error, one has to decide which exact eigenvalue belongs to the core state. Here it is selected by its position in the spectrum and not by the overlap of its eigenvector: it is an eigenvalue $E \ge a$, where $a$ is the energy of the uncoupled core state. This identifies a single level under one hypothesis, that every valence energy $c_i$ lies at least $g > 0$ below $a$. The number $g$ stands for the extra energy needed to open a core hole compared with the highest valence excitation kept in the basis.

## The arrowhead Hamiltonian

There is one core state and a finite set of valence states labelled by $i$, the elements of the type `ι`.

```lean
import Mathlib

open Matrix Finset

namespace CoreValenceSeparation

noncomputable section

variable {ι : Type*} [Fintype ι] [DecidableEq ι]
```

The valence block is taken diagonal, with entries $c_i$, and the real number $w_i$ couples the core state to valence state $i$. For two valence states, labelled $0$ and $1$ and listed after the core state,
$$H=\begin{pmatrix} a & w_0 & w_1\\ w_0 & c_0 & 0\\ w_1 & 0 & c_1\end{pmatrix}.$$
A real symmetric matrix with one distinguished basis state takes this shape in the eigenbasis of its remaining block; the file starts from the shape itself. The basis is indexed by `Option ι`, which is `ι` with one added element: `none` is the core state and `some i` is valence state $i$. The same `w` fills the core row and the core column, so $H$ is symmetric by construction. Setting $w=0$ gives the separated Hamiltonian, whose core energy is $a$, so $E-a$ is the separation error, counted here as exact minus separated energy.

```lean
/-- Arrowhead Hamiltonian: the core state `none` has energy `a`, the valence state `some i`
has energy `c i`, and core and valence state `i` are coupled by `w i`. -/
def arrow (a : ℝ) (c w : ι → ℝ) : Matrix (Option ι) (Option ι) ℝ :=
  Matrix.of fun x y =>
    match x, y with
    | none, none => a
    | none, some j => w j
    | some i, none => w i
    | some i, some j => if i = j then c i else 0
```

An eigenvalue is a real $E$ with $Hv = Ev$ for some real vector $v \neq 0$, with no normalisation imposed. The core amplitude `v none` is written $v_*$ and the valence amplitude `v (some i)` is written $v_i$.

```lean
/-- `E` is an eigenvalue of `H`: some nonzero vector satisfies `H v = E v`. -/
def IsEigenvalue (H : Matrix (Option ι) (Option ι) ℝ) (E : ℝ) : Prop :=
  ∃ v : Option ι → ℝ, v ≠ 0 ∧ H *ᵥ v = E • v
```

The self-energy of the core state is
$$\sigma(E)=\sum_i \frac{w_i^2}{E-c_i}.$$
With the diagonal of $H$ as the unperturbed Hamiltonian and the couplings as the perturbation, the first-order shift of the core level vanishes and the second-order Rayleigh–Schrödinger shift is $\sigma(a)=\sum_i w_i^2/(a-c_i)$. Lean sets $x/0=0$, so `selfEnergy` has a meaningless value at a pole $E=c_i$, and every theorem below that involves it has hypotheses keeping $E$ away from the poles.

```lean
/-- Self-energy of the core level, `σ(E) = ∑ wᵢ² / (E - cᵢ)`. -/
def selfEnergy (c w : ι → ℝ) (E : ℝ) : ℝ := ∑ i, w i ^ 2 / (E - c i)
```

## Eliminating the valence amplitudes

The core component of $Hv$ is $a v_* + \sum_i w_i v_i$. The rewrite `Fintype.sum_option` splits the sum over the basis into the core term and the sum over valence states.

```lean
/-- Core row of the Hamiltonian acting on a vector. -/
theorem arrow_mulVec_core (a : ℝ) (c w : ι → ℝ) (v : Option ι → ℝ) :
    (arrow a c w *ᵥ v) none = a * v none + ∑ i, w i * v (some i) := by
  simp [arrow, Matrix.mulVec, dotProduct, Fintype.sum_option]
```

The component on valence state $i$ is $w_i v_* + c_i v_i$, because the valence block is diagonal.

```lean
/-- Valence row `i` of the Hamiltonian acting on a vector. -/
theorem arrow_mulVec_valence (a : ℝ) (c w : ι → ℝ) (v : Option ι → ℝ) (i : ι) :
    (arrow a c w *ᵥ v) (some i) = w i * v none + c i * v (some i) := by
  simp [arrow, Matrix.mulVec, dotProduct, Fintype.sum_option]
```

Let $E \neq c_i$ for all $i$ and suppose $Hv=Ev$ with $v \ne 0$. The valence rows give $(E-c_i)v_i = w_i v_*$, so
$$v_i=\frac{w_i v_*}{E-c_i}.$$
If $v_*$ were zero, every $v_i$ would vanish and so would $v$; hence $v_*\neq 0$. Substituting into the core row gives $a v_* + \sigma(E) v_* = E v_*$, and dividing by $v_*$ yields the secular equation
$$E-a=\sigma(E).$$
Conversely, let $E$ solve it and take $v_*=1$, $v_i = w_i/(E-c_i)$. The core row reads $a+\sigma(E)=E$. Valence row $i$ reads $w_i + c_i v_i = E v_i$, which is $(E-c_i)v_i=w_i$. This vector is in intermediate normalisation; the unit eigenvector is obtained by dividing by $N$, where $N^2 = 1+\sum_i w_i^2/(E-c_i)^2$, and its core weight is $1/N^2$.

In the forward direction `hval` is the formula for $v_i$, `h0` is $v_*\neq0$, `hs` is the substitution, and `mul_right_cancel₀ h0` is the division. In the backward direction `Option.elim` builds the vector from its core entry and its valence entries, and `cases x` checks the two kinds of row.

```lean
/-- Away from the valence levels, `E` is an eigenvalue exactly when it solves the secular
equation `E - a = σ(E)`. -/
theorem eigenvalue_iff_secular (a : ℝ) (c w : ι → ℝ) (E : ℝ) (hE : ∀ i, E - c i ≠ 0) :
    IsEigenvalue (arrow a c w) E ↔ E - a = selfEnergy c w E := by
  constructor
  · rintro ⟨v, hv0, hv⟩
    -- valence amplitudes follow from the core amplitude
    have hval : ∀ i, v (some i) = w i * v none / (E - c i) := by
      intro i
      have h := congrFun hv (some i)
      rw [arrow_mulVec_valence, Pi.smul_apply, smul_eq_mul] at h
      rw [eq_div_iff (hE i)]
      linarith
    have h0 : v none ≠ 0 := by
      intro h0
      apply hv0
      funext x
      cases x with
      | none => exact h0
      | some i => rw [hval i, h0]; simp
    have h := congrFun hv none
    rw [arrow_mulVec_core, Pi.smul_apply, smul_eq_mul] at h
    have hs : ∑ i, w i * v (some i) = selfEnergy c w E * v none := by
      unfold selfEnergy
      rw [Finset.sum_mul]
      refine Finset.sum_congr rfl fun i _ => ?_
      rw [hval i]
      ring
    apply mul_right_cancel₀ h0
    linarith
  · intro h
    -- eigenvector in intermediate normalisation
    refine ⟨fun x => Option.elim x 1 fun i => w i / (E - c i), ?_, ?_⟩
    · intro h0
      have h1 := congrFun h0 none
      simp at h1
    · funext x
      cases x with
      | none =>
        rw [arrow_mulVec_core]
        have hs : ∑ i, w i * (w i / (E - c i)) = selfEnergy c w E := by
          unfold selfEnergy
          exact Finset.sum_congr rfl fun i _ => by ring
        change a * 1 + ∑ i, w i * (w i / (E - c i)) = E * 1
        linarith
      | some i =>
        rw [arrow_mulVec_valence]
        change w i * 1 + c i * (w i / (E - c i)) = E * (w i / (E - c i))
        have h1 : w i / (E - c i) * (E - c i) = w i := div_mul_cancel₀ _ (hE i)
        linarith
```

## A root of the secular equation at or above $a$

Write $W=\sum_i w_i^2=\|w\|^2$ and assume $a-c_i\ge g>0$ for all $i$. For $E\ge a$ each denominator satisfies $E-c_i\ge a-c_i\ge g$, so term by term
$$\sigma(E)\le \sum_i \frac{w_i^2}{g}=\frac{W}{g}.$$

```lean
omit [DecidableEq ι] in
/-- With a core-valence gap of at least `g > 0`, the self-energy at any `E ≥ a` is at most
`‖w‖² / g`. -/
theorem selfEnergy_le {a g E : ℝ} {c : ι → ℝ} (w : ι → ℝ) (hg : 0 < g)
    (hc : ∀ i, g ≤ a - c i) (hE : a ≤ E) :
    selfEnergy c w E ≤ (∑ i, w i ^ 2) / g := by
  unfold selfEnergy
  rw [Finset.sum_div]
  refine Finset.sum_le_sum fun i _ => ?_
  exact div_le_div_of_nonneg_left (sq_nonneg _) hg (by linarith [hc i])
```

Define $f(E)=E-a-\sigma(E)$ and $b=a+W/g$. On $[a,b]$ all denominators are positive, so $f$ is continuous there. At the left end $f(a)=-\sigma(a)\le 0$, and at the right end $f(b)=W/g-\sigma(b)\ge0$ by the bound just obtained. So $f$ has a zero in $[a,b]$, and that zero is an eigenvalue by the secular equation.

The argument turns on Mathlib's `intermediate_value_Icc`. Given $a\le b$ and continuity of $f$ on the closed interval $[a,b]$, it states the inclusion of sets $[f(a),f(b)]\subseteq f([a,b])$. Two features fit the problem. The continuity hypothesis is `ContinuousOn`, relative to the interval, which is what a function with poles at the $c_i$ can offer; `hσ` proves it term by term, each quotient needing only a nonzero denominator at points of the interval. The intervals are closed, so the degenerate case $W=0$, where $b=a$ and $f(a)=0$, needs no separate treatment. An inclusion in Lean acts as a function on membership proofs: applied to `hmem`, which says $0\in[f(a),f(b)]$, it returns membership of $0$ in the image, and `obtain ⟨E, hE, hroot⟩` unpacks this into a point, its location in $[a,b]$ and the equation $f(E)=0$.

```lean
/-- With a core-valence gap of at least `g > 0`, the Hamiltonian has an eigenvalue at or
above the core level `a`. -/
theorem exists_core_eigenvalue {a g : ℝ} {c : ι → ℝ} (w : ι → ℝ) (hg : 0 < g)
    (hc : ∀ i, g ≤ a - c i) : ∃ E, a ≤ E ∧ IsEigenvalue (arrow a c w) E := by
  have hpos : ∀ E, a ≤ E → ∀ i, 0 < E - c i := fun E hE i => by linarith [hc i]
  have hW : 0 ≤ (∑ i, w i ^ 2) / g :=
    div_nonneg (Finset.sum_nonneg fun i _ => sq_nonneg _) hg.le
  have hab : a ≤ a + (∑ i, w i ^ 2) / g := by linarith
  have hσ : ContinuousOn (fun E => ∑ i, w i ^ 2 / (E - c i))
      (Set.Icc a (a + (∑ i, w i ^ 2) / g)) := by
    refine continuousOn_finsetSum _ fun i _ => ?_
    exact continuousOn_const.div (continuousOn_id.sub continuousOn_const)
      fun E hE => (hpos E hE.1 i).ne'
  have hf : ContinuousOn (fun E => E - a - selfEnergy c w E)
      (Set.Icc a (a + (∑ i, w i ^ 2) / g)) :=
    (continuousOn_id.sub continuousOn_const).sub hσ
  -- the secular function is ≤ 0 at a and ≥ 0 at a + ‖w‖²/g
  have h1 : 0 ≤ selfEnergy c w a :=
    Finset.sum_nonneg fun i _ => div_nonneg (sq_nonneg _) (hpos a le_rfl i).le
  have h2 := selfEnergy_le w hg hc hab
  have hmem : (0 : ℝ) ∈ Set.Icc (a - a - selfEnergy c w a)
      (a + (∑ i, w i ^ 2) / g - a - selfEnergy c w (a + (∑ i, w i ^ 2) / g)) :=
    ⟨by linarith, by linarith⟩
  obtain ⟨E, hE, hroot⟩ := intermediate_value_Icc hab hf hmem
  refine ⟨E, hE.1, (eigenvalue_iff_secular a c w E fun i => (hpos E hE.1 i).ne').2 ?_⟩
  have hroot' : E - a - selfEnergy c w E = 0 := hroot
  linarith
```

## One eigenvalue above the valence levels

For $c_i<x\le y$ one has $w_i^2/(y-c_i)\le w_i^2/(x-c_i)$, so $\sigma$ is non-increasing above all valence levels. Let $E\le F$ be two eigenvalues in that region. Then $F-a=\sigma(F)\le\sigma(E)=E-a$, so $F\le E$ and $E=F$. The lemma uses no gap parameter, only that both eigenvalues exceed every $c_i$. Monotonicity is `anti`, and `le_total` supplies the two orderings.

```lean
/-- Two eigenvalues that both lie above all valence levels coincide. -/
theorem core_eigenvalue_unique (a : ℝ) (c w : ι → ℝ) {E F : ℝ} (hE : ∀ i, c i < E)
    (hF : ∀ i, c i < F) (h1 : IsEigenvalue (arrow a c w) E)
    (h2 : IsEigenvalue (arrow a c w) F) : E = F := by
  rw [eigenvalue_iff_secular a c w _ fun i => (sub_pos.2 (hE i)).ne'] at h1
  rw [eigenvalue_iff_secular a c w _ fun i => (sub_pos.2 (hF i)).ne'] at h2
  -- σ is non-increasing above the valence levels
  have anti : ∀ x y : ℝ, (∀ i, c i < x) → x ≤ y → selfEnergy c w y ≤ selfEnergy c w x := by
    intro x y hx hxy
    refine Finset.sum_le_sum fun i _ => ?_
    exact div_le_div_of_nonneg_left (sq_nonneg _) (sub_pos.2 (hx i)) (by linarith)
  rcases le_total E F with h | h
  · linarith [anti E F hE h]
  · linarith [anti F E hF h]
```

## The remainder beyond second order

Let $E\ge a$ be an eigenvalue. The secular equation turns the quantity of interest into $\sigma(a)-(E-a)=\sigma(a)-\sigma(E)$, and
$$\frac1{a-c_i}-\frac1{E-c_i}=\frac{E-a}{(a-c_i)(E-c_i)}$$
gives
$$\sigma(a)-(E-a)=\sum_i\frac{w_i^2\,(E-a)}{(a-c_i)(E-c_i)}.$$
Every term is non-negative, which is the lower bound. Both factors in each denominator are at least $g$, and $E-a=\sigma(E)\le W/g$, so
$$\sigma(a)-(E-a)\le\frac{W(E-a)}{g^2}\le\frac{W\cdot W/g}{g^2}=\frac{W^2}{g^3}.$$
In the proof `hshift` is $E-a\le W/g$ and `hid` is the identity for $\sigma(a)-\sigma(E)$, after which `rw [← h] at hid` replaces $\sigma(E)$ by $E-a$. The four lines of the `calc` block bound the denominators, pull $E-a$ out of the sum, insert `hshift` and collect powers.

```lean
/-- With a core-valence gap of at least `g > 0` and any eigenvalue `E ≥ a`, the second-order shift
`σ(a)` exceeds the exact shift `E - a` by an amount between `0` and `‖w‖⁴ / g³`. -/
theorem second_order_error {a g E : ℝ} {c : ι → ℝ} (w : ι → ℝ) (hg : 0 < g)
    (hc : ∀ i, g ≤ a - c i) (hE : a ≤ E) (h : IsEigenvalue (arrow a c w) E) :
    0 ≤ selfEnergy c w a - (E - a) ∧
      selfEnergy c w a - (E - a) ≤ (∑ i, w i ^ 2) ^ 2 / g ^ 3 := by
  have hp : ∀ i, 0 < a - c i := fun i => by linarith [hc i]
  have hq : ∀ i, 0 < E - c i := fun i => by linarith [hc i]
  have hd : 0 ≤ E - a := by linarith
  rw [eigenvalue_iff_secular a c w E fun i => (hq i).ne'] at h
  have hshift : E - a ≤ (∑ i, w i ^ 2) / g := by
    rw [h]; exact selfEnergy_le w hg hc hE
  -- resolvent identity for σ(a) - σ(E)
  have hid : selfEnergy c w a - selfEnergy c w E
      = ∑ i, w i ^ 2 * (E - a) / ((a - c i) * (E - c i)) := by
    unfold selfEnergy
    rw [← Finset.sum_sub_distrib]
    refine Finset.sum_congr rfl fun i _ => ?_
    rw [div_sub_div _ _ (hp i).ne' (hq i).ne']
    congr 1
    ring
  rw [← h] at hid
  rw [hid]
  refine ⟨Finset.sum_nonneg fun i _ =>
    div_nonneg (mul_nonneg (sq_nonneg _) hd) (mul_pos (hp i) (hq i)).le, ?_⟩
  have hW : 0 ≤ ∑ i, w i ^ 2 := Finset.sum_nonneg fun i _ => sq_nonneg _
  calc ∑ i, w i ^ 2 * (E - a) / ((a - c i) * (E - c i))
      ≤ ∑ i, w i ^ 2 * (E - a) / (g * g) := by
        refine Finset.sum_le_sum fun i _ => ?_
        exact div_le_div_of_nonneg_left (mul_nonneg (sq_nonneg _) hd) (mul_pos hg hg)
          (mul_le_mul (hc i) (by linarith [hc i]) hg.le (hp i).le)
    _ = (∑ i, w i ^ 2) * (E - a) / (g * g) := by
        rw [Finset.sum_mul, Finset.sum_div]
    _ ≤ (∑ i, w i ^ 2) * ((∑ i, w i ^ 2) / g) / (g * g) :=
        div_le_div_of_nonneg_right (mul_le_mul_of_nonneg_left hshift hW) (mul_pos hg hg).le
    _ = (∑ i, w i ^ 2) ^ 2 / g ^ 3 := by
        generalize (∑ i, w i ^ 2) = W
        ring
```

## Existence, uniqueness and the two-sided bound

The theorem `core_valence_separation` takes real $a$ and $g$, real families $c$ and $w$ over a finite index type, and the hypotheses `hg : 0 < g` and `hc : ∀ i, g ≤ a - c i`. The couplings are arbitrary, with no smallness condition, but the upper bound below is informative only for $\|w\|<g$: since $E\ge a$, the excess is in any case at most $\sigma(a)\le\|w\|^2/g$, and for $\|w\|\ge g$ the bound $\|w\|^4/g^3$ is no smaller than that. The first conclusion, with `∃!`, is that exactly one real number $E$ is both at least $a$ and an eigenvalue of `arrow a c w`. The second is that every such $E$ obeys
$$0\le\sum_i\frac{w_i^2}{a-c_i}-(E-a)\le\frac{\|w\|^4}{g^3},$$
where $\|w\|^4$ appears as `(∑ i, w i ^ 2) ^ 2`. The proof takes $E$ from the existence theorem and applies the uniqueness lemma, whose hypotheses hold because $c_i\le a-g<a\le E$.

```lean
/-- With a core-valence gap of at least `g > 0` there is exactly one eigenvalue `E ≥ a`, and
every such eigenvalue satisfies `0 ≤ ∑ wᵢ²/(a - cᵢ) - (E - a) ≤ ‖w‖⁴ / g³`. -/
theorem core_valence_separation {a g : ℝ} {c : ι → ℝ} (w : ι → ℝ) (hg : 0 < g)
    (hc : ∀ i, g ≤ a - c i) :
    (∃! E, a ≤ E ∧ IsEigenvalue (arrow a c w) E) ∧
      ∀ E, a ≤ E → IsEigenvalue (arrow a c w) E →
        0 ≤ ∑ i, w i ^ 2 / (a - c i) - (E - a) ∧
          ∑ i, w i ^ 2 / (a - c i) - (E - a) ≤ (∑ i, w i ^ 2) ^ 2 / g ^ 3 := by
  refine ⟨?_, fun E hE h => second_order_error w hg hc hE h⟩
  obtain ⟨E, hE, h⟩ := exists_core_eigenvalue w hg hc
  refine ⟨E, ⟨hE, h⟩, fun F hF => ?_⟩
  exact core_eigenvalue_unique a c w (fun i => by linarith [hc i, hF.1])
    (fun i => by linarith [hc i]) hF.2 h

end

end CoreValenceSeparation
```

```lean
#print axioms CoreValenceSeparation.second_order_error
#print axioms CoreValenceSeparation.core_valence_separation
```

```
'CoreValenceSeparation.second_order_error' depends on axioms: [propext, Classical.choice, Quot.sound]
'CoreValenceSeparation.core_valence_separation' depends on axioms: [propext, Classical.choice, Quot.sound]
```

Under the gap hypothesis the coupling never lowers the core level, the second-order formula never underestimates the shift, and its excess is bounded by a quantity of fourth order in the coupling; valence levels above $a$ would contribute negative terms to $\sigma(a)$, and these sign statements would no longer be guaranteed. With no valence states, or with $w=0$, the statement reduces to $E=a$ and $0\le0\le0$. Uniqueness concerns the value of $E$; the theorem makes no statement about multiplicity, eigenvector composition or transition intensities.

For X-ray absorption and photoelectron calculations that decouple core and valence configurations, this is a controlled estimate of the neglected energy shift, in a finite real symmetric model with a single core state lying above all valence states. The gap is assumed and not derived. A physical core hole is usually embedded in a continuum of valence-ionised states, into which it can undergo Auger decay, and a basis with valence configurations at or above $a$ violates `hc`. Several core configurations also fall outside the model, which has a single core state; non-Hermitian effective Hamiltonians are excluded by the real symmetric form.

## Two valence levels in numbers

Take $a=0$, $c_0=-15$, $c_1=-24$, $w_0=2.4$, $w_1=4$ in any energy unit, so that $g=15$ is admissible and $W=5.76+16=21.76$; the arithmetic that follows is an illustration and is not part of the Lean file. The value $E=1$ solves the secular equation, since $\sigma(1)=5.76/16+16/25=0.36+0.64=1$. The second-order shift is $\sigma(0)=5.76/15+16/24\approx1.0507$, so the excess is about $0.0507$, matching the identity: $5.76/(15\cdot16)+16/(24\cdot25)=0.024+0.0267$. The bound is $21.76^2/15^3\approx0.140$, larger than the excess mainly because it places both valence levels at the smaller gap. The eigenvector $(v_*,v_0,v_1)=(1,\,0.15,\,0.16)$ has $N^2=1.0481$, which gives the unit vector $(0.977,\,0.147,\,0.156)$ and a core weight of $0.954$.
